# The ZORA hyperfine integral for a point nucleus equals minus half a smeared contact density

In the zeroth-order regular approximation (ZORA) with a point nucleus, the factor K(r) = r/(r + a), with a > 0, weights the hyperfine integral of R R′, and the lemma states that ∫₀^∞ K R R′ dr = −½ ∫₀^∞ R² a/(r + a)² dr. The real radial amplitude R is continuous down to the nucleus, has derivative R′ for r > 0 and vanishes at infinity, with R R′ integrable; it need not solve any wave equation. Nor is R assumed normalised: for an orbital of finite, nonzero norm, both sides are divided by its squared norm to give normalised values. The attempt integrates the derivative of K R² over the half-line, where the boundary terms vanish because K(0) = 0 and R tends to zero at infinity.

The first attempt, which Lean rejects:

```lean
import Mathlib

open MeasureTheory Set Filter Topology

namespace ZoraFermiContact

noncomputable section

/-- The ZORA factor `r / (r + a)` of a point nucleus with length parameter `a`. -/
def zoraFactor (a r : ℝ) : ℝ := r / (r + a)

/-- A radial function `R` with derivative `R'` for `r > 0`, continuous up to the nucleus,
vanishing at infinity, and with `R R'` integrable over the half-line. -/
structure RadialAmplitude (R R' : ℝ → ℝ) : Prop where
  cont : ContinuousOn R (Ici 0)
  deriv : ∀ r, 0 < r → HasDerivAt R (R' r) r
  decay : Tendsto R atTop (𝓝 0)
  integrable : IntegrableOn (fun r => R r * R' r) (Ioi 0)

/-- The ZORA factor has slope `a / (r + a)²` at every `r ≥ 0`. -/
theorem hasDerivAt_zoraFactor {a r : ℝ} (ha : 0 < a) (hr : 0 ≤ r) :
    HasDerivAt (zoraFactor a) (a / (r + a) ^ 2) r := by
  have h : r + a ≠ 0 := by positivity
  have h2 := (hasDerivAt_id' r).fun_div ((hasDerivAt_id' r).add_const a) h
  exact h2.congr_deriv (by ring)

/-- The ZORA factor tends to one far from the nucleus. -/
theorem tendsto_zoraFactor (a : ℝ) : Tendsto (zoraFactor a) atTop (𝓝 1) := by
  have h : Tendsto (fun r : ℝ => 1 - a / (r + a)) atTop (𝓝 (1 - 0)) :=
    tendsto_const_nhds.sub
      (tendsto_const_nhds.div_atTop (tendsto_atTop_add_const_right _ a tendsto_id))
  rw [sub_zero] at h
  refine h.congr' ?_
  filter_upwards [eventually_gt_atTop (-a)] with r hr
  have h0 : r + a ≠ 0 := by linarith
  rw [zoraFactor, eq_div_iff h0, sub_mul, div_mul_cancel₀ _ h0]
  ring

/-- Both the ZORA hyperfine integrand and the smeared contact density are integrable. -/
theorem integrable_contact {R R' : ℝ → ℝ} (h : RadialAmplitude R R') {a : ℝ} (ha : 0 < a) :
    IntegrableOn (fun r => zoraFactor a r * (R r * R' r)) (Ioi 0) ∧
      IntegrableOn (fun r => R r ^ 2 * (a / (r + a) ^ 2)) (Ioi 0) := by
  have hK : ContinuousOn (zoraFactor a) (Ioi 0) := fun r hr =>
    (hasDerivAt_zoraFactor ha (le_of_lt hr)).continuousAt.continuousWithinAt
  constructor
  · -- the factor lies between zero and one
    refine Integrable.mono' h.integrable.norm
      ((hK.aestronglyMeasurable measurableSet_Ioi).mul h.integrable.aestronglyMeasurable) ?_
    filter_upwards [ae_restrict_mem measurableSet_Ioi] with r hr
    have hr0 : 0 < r := hr
    have h1 : ‖zoraFactor a r‖ ≤ 1 := by
      rw [zoraFactor, Real.norm_of_nonneg (by positivity), div_le_one (by positivity)]
      linarith
    rw [norm_mul]
    exact mul_le_of_le_one_left (norm_nonneg _) h1
  · -- the density is bounded: compactness near the nucleus, decay far away
    have hc : ContinuousOn (fun r => R r ^ 2) (Ici 0) := h.cont.pow 2
    have hd : Tendsto (fun r => R r ^ 2) atTop (𝓝 0) := by simpa using h.decay.pow 2
    obtain ⟨N, hN⟩ := eventually_atTop.1 (hd.eventually_lt_const one_pos)
    obtain ⟨C, hC⟩ := (isCompact_Icc (a := (0 : ℝ)) (b := N)).exists_bound_of_continuousOn
      (hc.mono Icc_subset_Ici_self)
    have hi : IntegrableOn (fun r => a / (r + a) ^ 2) (Ioi 0) :=
      integrableOn_Ioi_deriv_of_nonneg
        (hasDerivAt_zoraFactor ha le_rfl).continuousAt.continuousWithinAt
        (fun r hr => hasDerivAt_zoraFactor ha (le_of_lt hr))
        (fun r _ => by positivity) (tendsto_zoraFactor a)
    refine Integrable.mono' (Integrable.const_mul hi (max C 1))
      (((hc.mono Ioi_subset_Ici_self).aestronglyMeasurable measurableSet_Ioi).mul
        hi.aestronglyMeasurable) ?_
    filter_upwards [ae_restrict_mem measurableSet_Ioi] with r hr
    have hb : R r ^ 2 ≤ max C 1 := by
      rcases le_total r N with hrN | hrN
      · exact ((Real.le_norm_self _).trans (hC r ⟨le_of_lt hr, hrN⟩)).trans (le_max_left _ _)
      · exact (hN r hrN).le.trans (le_max_right _ _)
    rw [Real.norm_of_nonneg (by positivity)]
    exact mul_le_mul_of_nonneg_right hb (by positivity)

/-- The ZORA hyperfine integral equals minus one half of the density smeared with the
weight `a / (r + a)²`. -/
theorem zora_integral_eq {R R' : ℝ → ℝ} (h : RadialAmplitude R R') {a : ℝ} (ha : 0 < a) :
    ∫ r in Ioi 0, zoraFactor a r * (R r * R' r) =
      -(1 / 2) * ∫ r in Ioi 0, R r ^ 2 * (a / (r + a) ^ 2) := by
  obtain ⟨i1, i2⟩ := integrable_contact h ha
  have hlim : Tendsto (fun r => zoraFactor a r * R r ^ 2) atTop (𝓝 0) := by
    simpa using (tendsto_zoraFactor a).mul (h.decay.pow 2)
  -- integrate the derivative of K R² over the half-line
  have hF := integral_Ioi_of_hasDerivAt_of_tendsto
    (f := fun r => zoraFactor a r * R r ^ 2)
    (f' := fun r => R r ^ 2 * (a / (r + a) ^ 2) + 2 * (zoraFactor a r * (R r * R' r)))
    ((hasDerivAt_zoraFactor ha le_rfl).continuousAt.continuousWithinAt.mul
      ((h.cont 0 self_mem_Ici).pow 2))
    (fun r hr => ((hasDerivAt_zoraFactor ha (le_of_lt hr)).fun_mul
      ((h.deriv r hr).fun_pow 2)).congr_deriv (by norm_num <;> ring))
    (Integrable.add i2 (Integrable.const_mul i1 2)) hlim
  rw [integral_add i2 (Integrable.const_mul i1 2), integral_const_mul] at hF
  have h0 : zoraFactor a 0 = 0 := by simp [zoraFactor]
  simp only [h0, zero_mul, sub_zero] at hF
  linarith

end

end ZoraFermiContact
```

The error:

```
Main.lean:94:4: error: Application type mismatch: The argument
  Integrable.add i2 (Integrable.const_mul i1 2)
has type
  Integrable ((fun r => R r ^ 2 * (a / (r + a) ^ 2)) + fun x => 2 * (zoraFactor a x * (R x * R' x)))
    (volume.restrict (Ioi 0))
but is expected to have type
  IntegrableOn (fun r => R r ^ 2 * (a / (r + a) ^ 2) + 2 * (zoraFactor a r * (R r * R' r))) (Ioi 0) volume
in the application
  integral_Ioi_of_hasDerivAt_of_tendsto ?m.321
    (fun r hr =>
      HasDerivAt.congr_deriv
        (HasDerivAt.fun_mul (hasDerivAt_zoraFactor ha (le_of_lt hr)) (HasDerivAt.fun_pow (h.deriv r hr) 2)) ?m.361)
    (Integrable.add i2 (Integrable.const_mul i1 2))
```

The mended proof, as a diff:

```diff
@@ -84,4 +84,9 @@
   have hlim : Tendsto (fun r => zoraFactor a r * R r ^ 2) atTop (𝓝 0) := by
     simpa using (tendsto_zoraFactor a).mul (h.decay.pow 2)
+  have i3 : IntegrableOn (fun r => R r ^ 2 * (a / (r + a) ^ 2) +
+      2 * (zoraFactor a r * (R r * R' r))) (Ioi 0) := by
+    refine Integrable.congr (Integrable.add i2 (Integrable.const_mul i1 2)) ?_
+    filter_upwards with r
+    simp only [Pi.add_apply]
   -- integrate the derivative of K R² over the half-line
   have hF := integral_Ioi_of_hasDerivAt_of_tendsto
@@ -91,6 +96,6 @@
       ((h.cont 0 self_mem_Ici).pow 2))
     (fun r hr => ((hasDerivAt_zoraFactor ha (le_of_lt hr)).fun_mul
-      ((h.deriv r hr).fun_pow 2)).congr_deriv (by norm_num <;> ring))
-    (Integrable.add i2 (Integrable.const_mul i1 2)) hlim
+      ((h.deriv r hr).fun_pow 2)).congr_deriv (by norm_num; ring))
+    i3 hlim
   rw [integral_add i2 (Integrable.const_mul i1 2), integral_const_mul] at hF
   have h0 : zoraFactor a 0 = 0 := by simp [zoraFactor]
```

Cause. The one error concerns the integrability argument of `integral_Ioi_of_hasDerivAt_of_tendsto`. `Integrable.add` yields integrability of a sum of two functions, `f + g`, while the given `f'` is a single function whose body adds two values, `fun r => f r + g r`. These are equal at every point, but Lean did not accept the one for the other in this application; the message does not say why its unfolding stopped short. The difference between `Integrable` over a restricted measure and `IntegrableOn` is only a definition, and the repair still relies on it.

The new `i3` states integrability in exactly the expected form. `Integrable.congr` carries the result of `Integrable.add` over to it, given that the functions agree almost everywhere; `filter_upwards` reduces this to a point `r`, and `Pi.add_apply` turns `(f + g) r` into `f r + g r`. Passing `i3` then removes the mismatch.

Changing `norm_num <;> ring` to `norm_num; ring` is mere tidying: no message concerns it.
